# The Feynman parameter formula for any number of positive denominators

Q: Let me fix my conventions first. For \(N \ge 1\) positive numbers I write \(1/(A_1\cdots A_N)\) as \((N-1)!\) times the integral of \(\big(\sum_i x_iA_i\big)^{-N}\) over parameters \(x_i \ge 0\) with the measure \(dx_1\cdots dx_N\,\delta(1-\sum_i x_i)\). I doubt that a Lean statement without a delta function says the same thing.

A: Put \(N = n+1\) with \(n \ge 0\) and number the denominators \(A_0,\dots,A_n\), as Lean does with `Fin (n + 1)`. Your prefactor becomes \(n!\) and the power becomes \(n+1\). Use the delta function to eliminate the last parameter, and let the sum be a general \(s\). For a function \(f\) of \(n+1\) real variables define \(S_n(s)[f]\) by
\[ S_0(s)[f] = f(s), \qquad S_{n+1}(s)[f] = \int_0^s dx\; S_n(s-x)\big[y \mapsto f(x,y)\big]. \]
So \(x_0\) runs over \([0,s]\), \(x_1\) over \([0,s-x_0]\), and so on, while \(x_n = s - x_0 - \dots - x_{n-1}\). This is `simplexInt n s f`, and `Matrix.vecCons x y` is the vector \((x,y)\).

```lean
import Mathlib

open Set MeasureTheory
open scoped Nat

namespace FeynmanParameters

noncomputable section

/-- Iterated integral of `f` over the `n + 1` Feynman parameters `x_i ≥ 0` with sum `s`:
`x_0 ∈ [0, s]`, `x_1 ∈ [0, s - x_0]`, and so on, the last parameter being the remainder. -/
def simplexInt : (n : ℕ) → ℝ → ((Fin (n + 1) → ℝ) → ℝ) → ℝ
  | 0, s, f => f ![s]
  | n + 1, s, f => ∫ x in (0 : ℝ)..s, simplexInt n (s - x) (fun y => f (Matrix.vecCons x y))
```

Q: Then the measure is \(dx_0\cdots dx_{n-1}\), in one fixed order.

A: Yes. It is the measure your delta function leaves, and it differs from the surface measure on the tilted simplex by the factor \(\sqrt{n+1}\). The iterated integral is taken as the definition; the file contains no distribution and no Fubini step to a single \(n\)-dimensional integral. At \(n=0\) nothing is integrated and \(f\) is evaluated at \(x_0=s\).

Q: Why is any further definition needed? I would simply use induction on the number of denominators.

A: Try it with \(n+2\) denominators. The power is \(n+2\). Fix \(x_0=x\): the inner integral runs over \(n+1\) parameters with sum \(1-x\), its denominator carries the constant \(xA_0\), and its power is one higher than the formula for \(n+1\) parameters allows. One remedy is to carry a total \(s\), a constant \(c\) and an excess power \(k\) through the induction. The answer then involves polynomials \(h_k\) of \(m\) variables: \(h_0=1\), \(h_{k+1}=0\) for \(m=0\), and
\[ h_{k+1}(a_0,\hat a) = a_0\,h_k(a_0,\hat a) + h_{k+1}(\hat a), \]
where \(\hat a\) is the list with its first entry \(a_0\) removed, in Lean `fun i => a i.succ`. This is the recursion of the complete homogeneous symmetric polynomials, and only the recursion is used. The weight is \(W_k(a) = \big(\prod_i a_i\big)\,h_k(a)\).

```lean
/-- Complete homogeneous symmetric polynomial `h_k` of `m` variables, by the recursion
`h_(k+1)(a_0, a) = a_0 h_k(a_0, a) + h_(k+1)(a)`. -/
def hsym : (m : ℕ) → ℕ → (Fin m → ℝ) → ℝ
  | _, 0, _ => 1
  | 0, _ + 1, _ => 0
  | m + 1, k + 1, a => a 0 * hsym (m + 1) k a + hsym m (k + 1) (fun i => a i.succ)
termination_by m k => m + k

/-- The product of the numbers `a_i` times `h_k(a)`. -/
def weight (m k : ℕ) (a : Fin m → ℝ) : ℝ := (∏ i, a i) * hsym m k a
```

Two facts follow at once. `weight_zero` says \(W_0(a)=\prod_i a_i\). Multiplying the recursion by \(a_0\prod_i \hat a_i\) gives `weight_succ`:
\[ W_{k+1}(a_0,\hat a) = a_0\big[W_k(a_0,\hat a) + W_{k+1}(\hat a)\big]. \]

```lean
/-- At degree zero the weight is the product of the `a_i`. -/
theorem weight_zero (m : ℕ) (a : Fin m → ℝ) : weight m 0 a = ∏ i, a i := by
  cases m <;> simp [weight, hsym]

/-- Recursion of the weight on splitting off the first entry `a_0`. -/
theorem weight_succ (m k : ℕ) (a : Fin (m + 1) → ℝ) :
    weight (m + 1) (k + 1) a
      = a 0 * (weight (m + 1) k a + weight m (k + 1) (fun i => a i.succ)) := by
  have h : hsym (m + 1) (k + 1) a
      = a 0 * hsym (m + 1) k a + hsym m (k + 1) (fun i => a i.succ) := by rw [hsym]
  simp only [weight, h, Fin.prod_univ_succ]
  ring
```

Q: And how does such a weight get integrated?

A: Through its derivative. Let \(t\), \(d\), \(x\) be real numbers and let \(m\) functions \(a_i\) be differentiable at \(x\) with \(t\,a_i' = a_i - d\,a_i^2\) there. Then for every \(j \ge 0\) the weight is differentiable at \(x\) and
\[ t\,W_j' = (m+j)\,W_j - (j+1)\,d\,W_{j+1}. \]
Use induction on \(m\). For \(m=0\) we have \(W_0=1\) and all higher weights vanish, so both sides are zero. For \(m+1\) functions use a second induction, on \(j\). At \(j=0\), \(W_0(a)=a_0W_0(\hat a)\), so
\[ tW_0' = (a_0-da_0^2)W_0(\hat a) + a_0\big[mW_0(\hat a) - dW_1(\hat a)\big] = (m+1)W_0(a) - d\,W_1(a), \]
where the last step collects \(a_0[W_0(a)+W_1(\hat a)] = W_1(a)\). For \(j+1\) write \(P=W_j(a)\) and \(R=W_{j+1}(\hat a)\), so that \(W_{j+1}(a)=a_0(P+R)\). The two induction hypotheses give \(tP'\) and \(tR'\), both with leading coefficient \(m+j+1\):
\[ tW_{j+1}' = (a_0-da_0^2)(P+R) + a_0\big[(m+j+1)(P+R) - (j+1)dW_{j+1}(a) - (j+2)dW_{j+2}(\hat a)\big]. \]
The terms without \(d\) sum to \((m+j+2)W_{j+1}(a)\). Those with \(d\) sum to \(-(j+2)\,d\,a_0[W_{j+1}(a)+W_{j+2}(\hat a)] = -(j+2)\,d\,W_{j+2}(a)\).

```lean
/-- If each of `m` real functions `a_i`, with derivative `a_i'`, obeys `t a_i' = a_i - d a_i²` at `x`, the weight is
differentiable there with `t W_j' = (m + j) W_j - (j + 1) d W_(j+1)`. -/
theorem weight_deriv (t d x : ℝ) (m : ℕ) :
    ∀ (a : Fin m → ℝ → ℝ) (a' : Fin m → ℝ), (∀ i, HasDerivAt (a i) (a' i) x) →
      (∀ i, t * a' i = a i x - d * a i x ^ 2) → ∀ j : ℕ,
      ∃ e, HasDerivAt (fun y => weight m j (fun i => a i y)) e x ∧
        t * e = ((m : ℝ) + (j : ℝ)) * weight m j (fun i => a i x)
          - ((j : ℝ) + 1) * d * weight m (j + 1) (fun i => a i x) := by
  induction m with
  | zero =>
    intro a a' _ _ j
    have h0 : ∀ (j : ℕ) (b : Fin 0 → ℝ), weight 0 j b = if j = 0 then 1 else 0 := by
      intro j b
      cases j <;> simp [weight, hsym]
    simp only [h0]
    refine ⟨0, hasDerivAt_const _ _, ?_⟩
    cases j <;> simp
  | succ m ihm =>
    intro a a' ha hr j
    have ih := ihm (fun i => a i.succ) (fun i => a' i.succ) (fun i => ha i.succ)
      (fun i => hr i.succ)
    induction j with
    | zero =>
      obtain ⟨q, hq, hq'⟩ := ih 0
      have w0 : ∀ b : Fin (m + 1) → ℝ,
          weight (m + 1) 0 b = b 0 * weight m 0 (fun i => b i.succ) := by
        intro b
        rw [weight_zero, weight_zero, Fin.prod_univ_succ]
      refine ⟨a' 0 * weight m 0 (fun i => a i.succ x) + a 0 x * q, ?_, ?_⟩
      · simp only [w0]
        exact (ha 0).fun_mul hq
      · rw [weight_succ, w0]
        push_cast at hq' ⊢
        linear_combination weight m 0 (fun i => a i.succ x) * hr 0 + a 0 x * hq'
    | succ j ihj =>
      -- product rule applied to the recursion of the weight
      obtain ⟨p, hp, hp'⟩ := ihj
      obtain ⟨q, hq, hq'⟩ := ih (j + 1)
      refine ⟨a' 0 * (weight (m + 1) j (fun i => a i x)
        + weight m (j + 1) (fun i => a i.succ x)) + a 0 x * (p + q), ?_, ?_⟩
      · simp only [weight_succ]
        exact (ha 0).fun_mul (hp.fun_add hq)
      · rw [weight_succ] at hp'
        rw [weight_succ m (j + 1), weight_succ m j]
        push_cast at hp' hq' ⊢
        linear_combination (weight (m + 1) j (fun i => a i x)
          + weight m (j + 1) (fun i => a i.succ x)) * hr 0 + a 0 x * hp' + a 0 x * hq'
```

In `weight_deriv` the derivative is the number `e`, `fun_mul` is the product rule, and each `linear_combination` call adds the relation `hr 0` for \(a_0\), multiplied by \(W_0(\hat a)\) at \(j=0\) and by \(P+R\) in the step, to \(a_0\) times the induction hypotheses, which is the collection of terms above.

Q: State the strengthened identity, and show me that the induction closes.

A: For natural numbers \(n,k\), real \(c\), \(s \ge 0\) and real \(A_i\) with \(c+sA_i>0\) for all \(i\), set \(a_i = 1/(c+sA_i)\). Then
\[ (n+k)!\; S_n(s)\Big[\big(c+\textstyle\sum_i x_iA_i\big)^{-(n+k+1)}\Big] = k!\,s^n\,W_k(a). \]
For \(n=0\) the recursion gives \(W_k(a_0)=a_0^{k+1}\), and both sides are \(k!\,(c+sA_0)^{-(k+1)}\).

For \(n+1\), that is \(n+2\) denominators, fix \(x_0=x\in[0,s]\) and define \(D_i(x)=c+xA_0+(s-x)A_i\) and \(v_i=1/D_i\). Each \(D_i\) is linear in \(x\), from \(c+sA_i\) at \(x=0\) to \(c+sA_0\) at \(x=s\), hence positive. The induction hypothesis with \(k+1\), \(c+xA_0\) and \(s-x\) says that \((n+k+1)!\) times the inner integral is
\[ g(x) = (k+1)!\,(s-x)^n\,W_{k+1}(\hat v(x)). \]
Take \(t=s-x\) and \(d=c+sA_0\). Since \(v_i'=-(A_0-A_i)/D_i^2\) and \(d=D_i+t(A_0-A_i)\), we get \(tv_i'=-(d-D_i)/D_i^2=v_i-dv_i^2\). Moreover \(D_0=d\), so \(d\,v_0=1\) and \(d\,W_{k+1}(v)=W_k(v)+W_{k+1}(\hat v)\). The derivative rule with \(m=n+2\) then reads
\[ t\,W_k(v)' = (n+1)\,W_k(v) - (k+1)\,W_{k+1}(\hat v). \]
For \(G(x)=-k!\,(s-x)^{n+1}W_k(v(x))\) this gives
\[ G' = k!\,t^n\big[(n+1)W_k(v) - t\,W_k(v)'\big] = g. \]
Finally \(G(s)=0\) and \(v_i(0)=a_i\), so \(\int_0^s g\,dx = k!\,s^{n+1}W_k(a)\).

```lean
/-- For `s ≥ 0` and all `c + s A_i > 0`, `(n+k)!` times the simplex integral of
`(c + ∑ x_i A_i)^(-(n+k+1))` is `k! s^n` times the degree-`k` weight of the `1/(c + s A_i)`. -/
theorem feynman_general (n : ℕ) :
    ∀ (k : ℕ) (c s : ℝ) (A : Fin (n + 1) → ℝ), 0 ≤ s → (∀ i, 0 < c + s * A i) →
      ((n + k)! : ℝ) * simplexInt n s (fun x => ((c + ∑ i, x i * A i) ^ (n + k + 1))⁻¹)
        = (k ! : ℝ) * s ^ n * weight (n + 1) k (fun i => (c + s * A i)⁻¹) := by
  induction n with
  | zero =>
    intro k c s A _ _
    have h1 : ∀ (k : ℕ) (b : Fin (0 + 1) → ℝ), weight (0 + 1) k b = b 0 ^ (k + 1) := by
      intro k b
      induction k with
      | zero => simp [weight_zero]
      | succ k ih =>
        have z : weight 0 (k + 1) (fun i => b i.succ) = 0 := by simp [weight, hsym]
        rw [weight_succ, ih, z]
        ring
    rw [h1]
    simp [simplexInt]
  | succ n ih =>
    intro k c s A hs hA
    -- the denominators stay positive along the first Feynman parameter
    have pos : ∀ x ∈ Icc 0 s, ∀ i, 0 < c + x * A 0 + (s - x) * A i := by
      intro x hx i
      rcases le_total (A 0) (A i) with h | h
      · nlinarith [mul_nonneg (sub_nonneg.2 hx.2) (sub_nonneg.2 h), hA 0]
      · nlinarith [mul_nonneg hx.1 (sub_nonneg.2 h), hA i]
    obtain ⟨v, hv⟩ : ∃ v : Fin (n + 1 + 1) → ℝ → ℝ,
        ∀ i y, v i y = (c + y * A 0 + (s - y) * A i)⁻¹ := ⟨fun i y => _, fun _ _ => rfl⟩
    have key : ∀ x ∈ Icc 0 s, ∀ i, HasDerivAt (v i)
        (-(A 0 - A i) / (c + x * A 0 + (s - x) * A i) ^ 2) x := by
      intro x hx i
      have h : HasDerivAt (fun y => c + y * A 0 + (s - y) * A i) (A 0 - A i) x :=
        ((((hasDerivAt_id' x).mul_const (A 0)).const_add c).fun_add
          (((hasDerivAt_id' x).const_sub s).mul_const (A i))).congr_deriv (by ring)
      rw [show v i = fun y => (c + y * A 0 + (s - y) * A i)⁻¹ from funext (hv i)]
      exact h.inv (pos x hx i).ne'
    have alg : ∀ D u t : ℝ, D ≠ 0 → t * (-u / D ^ 2) = D⁻¹ - (D + t * u) * D⁻¹ ^ 2 := by
      intro D u t hD
      field_simp
      ring
    have rel : ∀ x ∈ Icc 0 s, ∀ i,
        (s - x) * (-(A 0 - A i) / (c + x * A 0 + (s - x) * A i) ^ 2)
          = v i x - (c + s * A 0) * v i x ^ 2 := by
      intro x hx i
      rw [alg _ _ _ (pos x hx i).ne', hv]
      ring
    -- explicit antiderivative of the inner integral
    have hG : ∀ x ∈ uIcc 0 s, HasDerivAt
        (fun y => -((k ! : ℝ) * ((s - y) ^ (n + 1) * weight (n + 1 + 1) k (fun i => v i y))))
        (((k + 1)! : ℝ) * (s - x) ^ n * weight (n + 1) (k + 1) (fun i => v i.succ x)) x := by
      intro x hx
      rw [uIcc_of_le hs] at hx
      obtain ⟨e, he, he'⟩ :=
        weight_deriv (s - x) (c + s * A 0) x (n + 1 + 1) v _ (key x hx) (rel x hx) k
      rw [weight_succ] at he'
      have h0 : (c + s * A 0) * v 0 x = 1 := by
        rw [hv, show c + x * A 0 + (s - x) * A 0 = c + s * A 0 by ring]
        exact mul_inv_cancel₀ (hA 0).ne'
      have hp : HasDerivAt (fun y => (s - y) ^ (n + 1))
          (((n + 1 : ℕ) : ℝ) * (s - x) ^ n * (-1)) x :=
        ((hasDerivAt_id' x).const_sub s).fun_pow (n + 1)
      refine ((hp.fun_mul he).const_mul (k ! : ℝ)).fun_neg.congr_deriv ?_
      rw [Nat.factorial_succ]
      push_cast at he' ⊢
      linear_combination (-((k ! : ℝ) * (s - x) ^ n)) * he'
        + (k ! : ℝ) * (s - x) ^ n * ((k : ℝ) + 1) * (weight (n + 1 + 1) k (fun i => v i x)
          + weight (n + 1) (k + 1) (fun i => v i.succ x)) * h0
    have hcont : ContinuousOn (fun x => ((k + 1)! : ℝ) * (s - x) ^ n
        * weight (n + 1) (k + 1) (fun i => v i.succ x)) (uIcc 0 s) := by
      intro x hx
      rw [uIcc_of_le hs] at hx
      obtain ⟨e, he, -⟩ := weight_deriv (s - x) (c + s * A 0) x (n + 1) (fun i => v i.succ) _
        (fun i => key x hx i.succ) (fun i => rel x hx i.succ) (k + 1)
      have hc : ContinuousAt (fun y : ℝ => ((k + 1)! : ℝ) * (s - y) ^ n) x := by fun_prop
      exact (hc.mul he.continuousAt).continuousWithinAt
    have ftc := intervalIntegral.integral_eq_sub_of_hasDerivAt hG hcont.intervalIntegrable
    rw [show n + 1 + k = n + (k + 1) by ring, simplexInt, ← intervalIntegral.integral_const_mul]
    refine (intervalIntegral.integral_congr ?_).trans (ftc.trans ?_)
    · -- the inner integral is the induction hypothesis with the power raised by one
      intro x hx
      rw [uIcc_of_le hs] at hx
      have hf : ∀ y : Fin (n + 1) → ℝ, c + ∑ i : Fin (n + 1 + 1), Matrix.vecCons x y i * A i
          = c + x * A 0 + ∑ i, y i * A i.succ := by
        intro y
        rw [Fin.sum_univ_succ (fun i => Matrix.vecCons x y i * A i)]
        simp only [Matrix.cons_val_zero, Matrix.cons_val_succ, add_assoc]
      simp only [hv, hf]
      exact ih (k + 1) (c + x * A 0) (s - x) (fun i => A i.succ) (sub_nonneg.2 hx.2)
        (fun i => pos x hx i.succ)
    · simp [hv, mul_assoc]
```

The names follow those steps: `h1` is the one-variable weight, `pos` the positivity of \(D_i\), `key` the derivative of \(v_i\), `rel` the relation \(tv_i'=v_i-dv_i^2\), `h0` the identity \(dv_0=1\), and `hG` the statement \(G'=g\). `hcont` shows that \(g\) is continuous on \([0,s]\), so it is integrable and `ftc` applies the fundamental theorem of calculus. `intervalIntegral.integral_congr` replaces the inner integral by \(g\) pointwise, using `ih` with \(k+1\).

Q: Where is my formula in this?

A: At \(k=0\), \(c=0\), \(s=1\), where \(a_i=1/A_i\) and \(W_0=\prod_i A_i^{-1}\).

```lean
/-- Feynman parameter formula: for `n + 1` positive denominators, `1/∏ A_i` is `n!` times the
integral of `(∑ x_i A_i)^(-(n+1))` over the simplex `x_i ≥ 0`, `∑ x_i = 1`. -/
theorem feynman_parameters (n : ℕ) (A : Fin (n + 1) → ℝ) (hA : ∀ i, 0 < A i) :
    1 / ∏ i, A i = (n ! : ℝ) * simplexInt n 1 (fun x => 1 / (∑ i, x i * A i) ^ (n + 1)) := by
  have h := feynman_general n 0 0 1 A zero_le_one (by simpa using hA)
  simpa [weight_zero] using h.symm
```

In words, `feynman_parameters` says: for every \(n \ge 0\) and all real \(A_0,\dots,A_n>0\),
\[ \frac{1}{A_0\cdots A_n} = n!\int_0^1\!dx_0\int_0^{1-x_0}\!dx_1\cdots \frac{1}{(x_0A_0+\dots+x_nA_n)^{n+1}}, \]
with \(n\) integrations and \(x_n\) the remainder. `A` is the list of propagator denominators at fixed momenta, and `hA` is their positivity, which is assumed. At \(n=0\) the statement is \(1/A_0=1/(1\cdot A_0)\).

Q: Is positivity a convenience of the proof? I write this formula down without checking signs.

A: Take \(n=1\), \(A_0=1\), \(A_1=-1\). The left side is \(-1\). The combined denominator is \(x-(1-x)=2x-1\), so the right side is \(\int_0^1 dx\,(2x-1)^{-2}\), whose integrand is positive and not integrable at \(x=1/2\). Mathlib assigns the value zero to such an integral, which also differs from \(-1\); under `hA` that convention never acts, because each integration is evaluated by `ftc` on a continuous function. If all \(A_i\) are negative, flipping every sign multiplies both sides by \((-1)^{n+1}\), so the trouble in the example comes from the mixed signs. The example and the sign flip are my own arithmetic, not theorems of the file.

Q: What does the excess power \(k\) yield besides a working induction?

A: At \(k=1\), \(c=0\), \(s=1\) the step `hs` shows \(h_1(a)=\sum_i a_i\) by induction on the number of variables, and so
\[ \frac{1}{\prod_i A_i}\sum_i\frac{1}{A_i} = (n+1)!\;S_n(1)\Big[\big(\textstyle\sum_i x_iA_i\big)^{-(n+2)}\Big] \]
for positive \(A_i\).

```lean
/-- With the combined denominator raised one power higher, `(n+1)!` times the simplex integral
is `1/∏ A_i` times `∑ 1/A_i`. -/
theorem feynman_raised_power (n : ℕ) (A : Fin (n + 1) → ℝ) (hA : ∀ i, 0 < A i) :
    (1 / ∏ i, A i) * ∑ i, 1 / A i
      = ((n + 1)! : ℝ) * simplexInt n 1 (fun x => 1 / (∑ i, x i * A i) ^ (n + 2)) := by
  have hs : ∀ (m : ℕ) (a : Fin m → ℝ), hsym m (0 + 1) a = ∑ i, a i := by
    intro m
    induction m with
    | zero => intro a; simp [hsym]
    | succ m ih =>
      intro a
      rw [hsym, ih, Fin.sum_univ_succ]
      simp [hsym]
  have h := feynman_general n (0 + 1) 0 1 A zero_le_one (by simpa using hA)
  rw [weight, hs] at h
  simpa using h.symm
```

Q: I still want evidence that your recursive integral is normalised as mine is.

A: The general identity allows \(c=1\) and all \(A_i=0\), since \(c+sA_i=1>0\). With \(k=0\) the integrand is one and the weight is one, so \(n!\,S_n(s)[1]=s^n\) for \(s \ge 0\). At \(s=1\) the total measure is \(1/n!\), which makes \(n!\,S_n(1)\) an average over the parameters.

```lean
/-- For `s ≥ 0`, `n!` times the simplex integral of the constant one is `s^n`. -/
theorem simplex_volume (n : ℕ) (s : ℝ) (hs : 0 ≤ s) :
    (n ! : ℝ) * simplexInt n s (fun _ => 1) = s ^ n := by
  have h := feynman_general n 0 1 s (fun _ => 0) hs (by simp)
  simpa [weight_zero] using h
```

For three positive denominators, called \(A,B,C\) here, the recursion unfolds into ordinary notation with parameters \(x\), \(y\) and \(1-x-y\):
\[ \frac{1}{ABC} = 2\int_0^1 dx\int_0^{1-x}dy\;\frac{1}{\big(xA+yB+(1-x-y)C\big)^3}. \]
The step `e` holds by `rfl`, meaning that `simplexInt 2 1 f` is this double integral by definition.

```lean
/-- The formula for three positive denominators as an explicit double integral. -/
theorem feynman_three (A B C : ℝ) (hA : 0 < A) (hB : 0 < B) (hC : 0 < C) :
    1 / (A * B * C) = 2 * ∫ x in (0 : ℝ)..1, ∫ y in (0 : ℝ)..(1 - x),
      1 / (x * A + y * B + (1 - x - y) * C) ^ 3 := by
  have h := feynman_parameters 2 ![A, B, C] (by intro i; fin_cases i <;> simp [hA, hB, hC])
  have e : ∀ f, simplexInt 2 1 f
      = ∫ x in (0 : ℝ)..1, ∫ y in (0 : ℝ)..(1 - x), f ![x, y, 1 - x - y] := fun _ => rfl
  rw [e] at h
  simpa [Fin.sum_univ_three, Fin.prod_univ_three] using h

end

end FeynmanParameters
```

```lean
#print axioms FeynmanParameters.feynman_parameters
#print axioms FeynmanParameters.feynman_raised_power
#print axioms FeynmanParameters.simplex_volume
#print axioms FeynmanParameters.feynman_three
```

```
'FeynmanParameters.feynman_parameters' depends on axioms: [propext, Classical.choice, Quot.sound]
'FeynmanParameters.feynman_raised_power' depends on axioms: [propext, Classical.choice, Quot.sound]
'FeynmanParameters.simplex_volume' depends on axioms: [propext, Classical.choice, Quot.sound]
'FeynmanParameters.feynman_three' depends on axioms: [propext, Classical.choice, Quot.sound]
```

Q: I accept the identity. How much of a loop calculation does it cover?

A: The algebraic step only. A one-loop vertex correction in quantum electrodynamics has three propagators, and `feynman_three` combines their denominators at fixed momenta, provided these are real and strictly positive, as \(\ell^2+\mu^2\) is for a Euclidean momentum \(\ell\) and a mass \(\mu>0\). Complex denominators with a small imaginary part, as used in Minkowski space, are not covered, and neither is a vanishing one, such as a massless line at zero momentum. The loop momentum does not appear: exchanging its integral with the parameter integrals, shifting it and regularising it are separate steps. The version with each \(A_i\) raised to its own power, with Gamma functions and powers of \(x_i\) in the numerator, is also not among the theorems.
